# The pair density of N electrons on finitely many sites from transition densities

Let $N$ electrons occupy a finite set of spin-orbital sites, and let $e_g$ belong to an orthonormal basis $(e_n)$ of their antisymmetric states. Write $\hat n_x$ for the number operator at site $x$, $\rho_{mn}(x)=\langle e_m,\hat n_x e_n\rangle$ for the transition densities, and $\rho=\rho_{gg}$. The pair density $P(x,y)$ of $e_g$, which counts ordered pairs of distinct electrons, is

$$P(x,y)=\rho(x)\rho(y)+\sum_{n\neq g}\rho_{gn}(x)\,\rho_{ng}(y)-\delta_{xy}\,\rho(x).$$

## Where transition densities enter the energy

The interaction energy depends on how often two electrons are found at $x$ and $y$. For general states the density doesn't fix this: two states can share a density and differ in their pair density. Random-phase methods obtain correlation energies from response functions built on products of transition densities. The identity links transition densities to the pair density at equal times, for a complete basis on finitely many sites; by itself it gives the interaction energy of a state, not its correlation energy. Replacing the exact transition densities by random-phase ones is a further step that its hypotheses do not justify.

## Inserting a complete set of states

For any linear operators $A,B$, expand $Be_g=\sum_n\langle e_n,Be_g\rangle e_n$ and apply $A$:

$$\langle e_g,ABe_g\rangle=\sum_n\langle e_g,Ae_n\rangle\langle e_n,Be_g\rangle.$$

Moving the term $n=g$ to the left gives

$$\sum_{n\ne g}\langle e_g,Ae_n\rangle\langle e_n,Be_g\rangle=\langle e_g,ABe_g\rangle-\langle e_g,Ae_g\rangle\langle e_g,Be_g\rangle.$$

If $A=B$ is self-adjoint, then $\langle e_g,Ae_n\rangle=\overline{\langle e_n,Ae_g\rangle}$, and the left side is a sum of squared moduli equal to the variance. For any $A$, the same expansion of $Ae_g$ shows that all amplitudes $\langle e_n,Ae_g\rangle$ with $n\neq g$ vanish exactly when $e_g$ is an eigenvector.

## Separating pairs from self-terms

In a configuration $c=(c_1,\dots,c_N)$ the occupation is $n_x(c)=\sum_i\delta_{c_i x}$, so

$$n_x(c)\,n_y(c)=\sum_{i\neq j}\delta_{c_i x}\delta_{c_j y}+\delta_{xy}\,n_x(c).$$

Weighting by $|e_g(c)|^2$ and summing over $c$ gives $\langle e_g,\hat n_x\hat n_y e_g\rangle=P(x,y)+\delta_{xy}\rho(x)$. Relabelling electrons leaves $n_x(c)$ unchanged, so $\hat n_x$ preserves antisymmetry and the sum rule applies with $A=\hat n_x$, $B=\hat n_y$. Solving for $P$ gives the result.

Multiplying by $\tfrac12 v(x,y)$, with $v$ a real pair interaction, and summing over $x,y$ splits the interaction energy into a Hartree term, a transition-density term and the self-term $-\tfrac12\sum_x v(x,x)\rho(x)$. For a single electron the last two together cancel the Hartree term.

The self-term is easily lost by reading $\langle\hat n_x\hat n_y\rangle$ as the pair density. A single electron shows the error: it has no pairs, yet $\langle\hat n_x^2\rangle=\rho(x)$.

## The statement in Lean

`Wave N X` holds all complex functions on configurations `Fin N → X`, and `fermionSpace N X` is its antisymmetric subspace. The basis `b` spans that subspace; `b g` is any member, not necessarily a ground state or an eigenstate of a Hamiltonian. `transitionDensity φ ψ x` is $\langle\varphi,\hat n_x\psi\rangle$, conjugate-linear in `φ`. `pairDensity` is defined by counting, independently of the density operators, and carries no factor $\tfrac12$, unlike some textbook definitions; that factor sits in `interactionEnergy`. The interaction couples site occupations only, so general two-electron integrals over orbitals are excluded.

The basis could also have been taken in all of `Wave N X`, with an antisymmetric reference state. The identity would keep its form and need no restriction of operators, but for $N\ge 2$ the sum would then include states that are not antisymmetric, and so not electronic.

```lean
import Mathlib

open Finset
open scoped InnerProductSpace ComplexConjugate

namespace PairDensityFromTransitions

noncomputable section

section General

variable {ι E : Type*} [Fintype ι] [DecidableEq ι] [NormedAddCommGroup E]
  [InnerProductSpace ℂ E]

/-- The products of transition amplitudes, summed over all basis states other than the reference
state `b g`, give the correlation of `A` and `B` in the reference state. -/
theorem sum_transition (b : OrthonormalBasis ι ℂ E) (g : ι) (A B : E →ₗ[ℂ] E) :
    ∑ n ∈ univ.erase g, ⟪b g, A (b n)⟫_ℂ * ⟪b n, B (b g)⟫_ℂ
      = ⟪b g, A (B (b g))⟫_ℂ - ⟪b g, A (b g)⟫_ℂ * ⟪b g, B (b g)⟫_ℂ := by
  -- resolution of the identity between `A` and `B`
  have h : ⟪b g, A (B (b g))⟫_ℂ = ∑ n, ⟪b g, A (b n)⟫_ℂ * ⟪b n, B (b g)⟫_ℂ := by
    conv_lhs => rw [← b.sum_repr' (B (b g))]
    simp only [map_sum, map_smul, inner_sum, inner_smul_right]
    exact sum_congr rfl fun n _ => mul_comm _ _
  -- split off the reference state
  rw [h, ← Finset.sum_erase_add _ _ (mem_univ g)]
  ring

/-- For a self-adjoint operator, the squared transition amplitudes out of the reference state
add up to its variance in that state. -/
theorem sum_sq_transition (b : OrthonormalBasis ι ℂ E) (g : ι) (A : E →ₗ[ℂ] E)
    (hA : A.IsSymmetric) :
    ∑ n ∈ univ.erase g, (‖⟪b n, A (b g)⟫_ℂ‖ : ℂ) ^ 2
      = ⟪b g, A (A (b g))⟫_ℂ - ⟪b g, A (b g)⟫_ℂ ^ 2 := by
  rw [pow_two ⟪b g, A (b g)⟫_ℂ, ← sum_transition b g A A]
  refine sum_congr rfl fun n _ => ?_
  rw [← hA (b g) (b n), ← inner_conj_symm (A (b g)) (b n), Complex.conj_mul']

omit [DecidableEq ι] in
/-- All transition amplitudes of `A` out of the reference state vanish exactly when that state
is an eigenvector of `A`, with the expectation value as eigenvalue. -/
theorem no_transition_iff (b : OrthonormalBasis ι ℂ E) (g : ι) (A : E →ₗ[ℂ] E) :
    (∀ n, n ≠ g → ⟪b n, A (b g)⟫_ℂ = 0) ↔ A (b g) = ⟪b g, A (b g)⟫_ℂ • b g := by
  constructor
  · intro h
    calc A (b g) = ∑ n, ⟪b n, A (b g)⟫_ℂ • b n := (b.sum_repr' _).symm
      _ = ⟪b g, A (b g)⟫_ℂ • b g :=
        Finset.sum_eq_single g (fun n _ hn => by rw [h n hn, zero_smul]) (by simp)
  · intro h n hn
    have h0 : ⟪b n, b g⟫_ℂ = 0 := b.orthonormal.2 hn
    rw [h, inner_smul_right, h0, mul_zero]

end General

/-- Wavefunctions of `N` particles on a set `X` of spin-orbital sites. -/
abbrev Wave (N : ℕ) (X : Type*) := EuclideanSpace ℂ (Fin N → X)

variable {N : ℕ} {X : Type*} [Fintype X] [DecidableEq X]

/-- The number of particles at site `x` in the configuration `c`. -/
def occupation (x : X) (c : Fin N → X) : ℂ := ∑ i, if c i = x then 1 else 0

/-- The number of ordered pairs of distinct particles, the first at `x` and the second at `y`. -/
def pairCount (x y : X) (c : Fin N → X) : ℂ :=
  ∑ i, ∑ j ∈ univ.erase i, if c i = x ∧ c j = y then 1 else 0

/-- The density operator at site `x`: multiplication by the number of particles there. -/
def densityOp (x : X) : Wave N X →ₗ[ℂ] Wave N X where
  toFun ψ := WithLp.toLp 2 (fun c => occupation x c * ψ c)
  map_add' ψ φ := by ext c; simp [mul_add]
  map_smul' a ψ := by ext c; simp [mul_left_comm]

/-- The transition density between `φ` and `ψ` at site `x`; for `φ = ψ` it is the density. -/
def transitionDensity (φ ψ : Wave N X) (x : X) : ℂ := ⟪φ, densityOp x ψ⟫_ℂ

/-- The pair density: ordered pairs of distinct particles at `x` and `y`, weighted by `|ψ|²`. -/
def pairDensity (ψ : Wave N X) (x y : X) : ℂ := ∑ c, pairCount x y c * (‖ψ c‖ : ℂ) ^ 2

/-- The space of antisymmetric wavefunctions. -/
def fermionSpace (N : ℕ) (X : Type*) : Submodule ℂ (Wave N X) where
  carrier := {ψ | ∀ (σ : Equiv.Perm (Fin N)) (c : Fin N → X),
    ψ (c ∘ σ) = ((Equiv.Perm.sign σ : ℤ) : ℂ) * ψ c}
  add_mem' := by
    intro ψ φ hψ hφ σ c
    change ψ (c ∘ σ) + φ (c ∘ σ) = _ * (ψ c + φ c)
    rw [hψ σ c, hφ σ c]
    ring
  zero_mem' := by
    intro σ c
    change (0 : ℂ) = _ * 0
    rw [mul_zero]
  smul_mem' := by
    intro a ψ hψ σ c
    change a * ψ (c ∘ σ) = _ * (a * ψ c)
    rw [hψ σ c]
    ring

omit [Fintype X] in
/-- The density operators map antisymmetric wavefunctions to antisymmetric wavefunctions. -/
theorem densityOp_mem (x : X) (ψ : Wave N X) (hψ : ψ ∈ fermionSpace N X) :
    densityOp x ψ ∈ fermionSpace N X := by
  intro σ c
  -- relabelling the particles leaves the occupation unchanged
  have h : occupation x (c ∘ σ) = occupation x c :=
    Equiv.sum_comp σ (fun i => if c i = x then (1 : ℂ) else 0)
  change occupation x (c ∘ σ) * ψ (c ∘ σ) = _ * (occupation x c * ψ c)
  rw [h, hψ σ c]
  ring

/-- The density operators are self-adjoint. -/
theorem densityOp_isSymmetric (x : X) : (densityOp x : Wave N X →ₗ[ℂ] Wave N X).IsSymmetric := by
  intro φ ψ
  have h : ∀ c : Fin N → X, conj (occupation x c) = occupation x c := by
    intro c
    simp [occupation]
  simp only [PiLp.inner_apply, RCLike.inner_apply, densityOp, LinearMap.coe_mk, AddHom.coe_mk,
    map_mul, h]
  exact sum_congr rfl fun c _ => by ring

omit [Fintype X] in
/-- A product of occupation numbers counts the pairs of distinct particles and, if the two sites
coincide, each particle there once with itself. -/
theorem occupation_mul (x y : X) (c : Fin N → X) :
    occupation x c * occupation y c
      = pairCount x y c + if x = y then occupation x c else 0 := by
  have h : ∀ i, ∑ j, (if c i = x then (1 : ℂ) else 0) * (if c j = y then 1 else 0)
      = (∑ j ∈ univ.erase i, if c i = x ∧ c j = y then (1 : ℂ) else 0)
        + if x = y then (if c i = x then 1 else 0) else 0 := by
    intro i
    rw [← Finset.sum_erase_add _ _ (mem_univ i)]
    congr 1
    · refine sum_congr rfl fun j _ => ?_
      by_cases h1 : c i = x <;> by_cases h2 : c j = y <;> simp [h1, h2]
    · by_cases h1 : c i = x <;> by_cases h2 : x = y <;> simp [h1, h2]
  unfold occupation pairCount
  rw [Finset.sum_mul_sum, sum_congr rfl (fun i _ => h i), sum_add_distrib]
  congr 1
  by_cases hxy : x = y <;> simp [hxy]

/-- The density-density expectation value is the pair density plus, at coinciding sites,
the density itself. -/
theorem density_density (ψ : Wave N X) (x y : X) :
    ⟪ψ, densityOp x (densityOp y ψ)⟫_ℂ
      = pairDensity ψ x y + if x = y then transitionDensity ψ ψ x else 0 := by
  have h1 : ⟪ψ, densityOp x (densityOp y ψ)⟫_ℂ
      = ∑ c, occupation x c * occupation y c * (‖ψ c‖ : ℂ) ^ 2 := by
    simp only [PiLp.inner_apply, RCLike.inner_apply, densityOp, LinearMap.coe_mk, AddHom.coe_mk]
    refine sum_congr rfl fun c _ => ?_
    rw [← Complex.conj_mul']
    ring
  have h2 : transitionDensity ψ ψ x = ∑ c, occupation x c * (‖ψ c‖ : ℂ) ^ 2 := by
    simp only [transitionDensity, PiLp.inner_apply, RCLike.inner_apply, densityOp,
      LinearMap.coe_mk, AddHom.coe_mk]
    refine sum_congr rfl fun c _ => ?_
    rw [← Complex.conj_mul']
    ring
  rw [h1, h2]
  simp only [occupation_mul, add_mul, sum_add_distrib, pairDensity]
  by_cases hxy : x = y <;> simp [hxy]

variable {ι : Type*} [Fintype ι] [DecidableEq ι]

/-- For any orthonormal basis of the antisymmetric space, the pair density of the state `b g` is
the product of its densities, plus the summed products of transition densities to all other
basis states, minus the density at coinciding sites. -/
theorem pairDensity_eq (b : OrthonormalBasis ι ℂ (fermionSpace N X)) (g : ι) (x y : X) :
    pairDensity (b g : Wave N X) x y
      = transitionDensity (b g : Wave N X) (b g) x * transitionDensity (b g : Wave N X) (b g) y
        + ∑ n ∈ univ.erase g, transitionDensity (b g : Wave N X) (b n) x
            * transitionDensity (b n : Wave N X) (b g) y
        - if x = y then transitionDensity (b g : Wave N X) (b g) x else 0 := by
  -- the general sum rule for the density operators restricted to the antisymmetric space
  have h : ∑ n ∈ univ.erase g, transitionDensity (b g : Wave N X) (b n) x
            * transitionDensity (b n : Wave N X) (b g) y
      = ⟪(b g : Wave N X), densityOp x (densityOp y (b g : Wave N X))⟫_ℂ
        - transitionDensity (b g : Wave N X) (b g) x
          * transitionDensity (b g : Wave N X) (b g) y :=
    sum_transition b g ((densityOp x).restrict (densityOp_mem x))
      ((densityOp y).restrict (densityOp_mem y))
  rw [density_density] at h
  linear_combination -h

/-- The energy of a pair interaction `v`: half the sum of `v` against the pair density. -/
def interactionEnergy (v : X → X → ℝ) (ψ : Wave N X) : ℂ :=
  1 / 2 * ∑ x, ∑ y, (v x y : ℂ) * pairDensity ψ x y

/-- The interaction energy of the basis state `b g` is the Hartree energy of its density, plus a sum
over transition densities, minus half the sum of `v x x` times the density at `x`. -/
theorem interactionEnergy_eq (b : OrthonormalBasis ι ℂ (fermionSpace N X)) (g : ι)
    (v : X → X → ℝ) :
    interactionEnergy v (b g : Wave N X)
      = 1 / 2 * ∑ x, ∑ y, (v x y : ℂ) * (transitionDensity (b g : Wave N X) (b g) x
            * transitionDensity (b g : Wave N X) (b g) y)
        + 1 / 2 * ∑ x, ∑ y, (v x y : ℂ) * ∑ n ∈ univ.erase g,
            transitionDensity (b g : Wave N X) (b n) x
              * transitionDensity (b n : Wave N X) (b g) y
        - 1 / 2 * ∑ x, (v x x : ℂ) * transitionDensity (b g : Wave N X) (b g) x := by
  simp only [interactionEnergy, pairDensity_eq b g, mul_sub, mul_add, Finset.sum_sub_distrib,
    Finset.sum_add_distrib, mul_ite, mul_zero, Finset.sum_ite_eq, Finset.mem_univ, if_true]

end

end PairDensityFromTransitions
```

```lean
#print axioms PairDensityFromTransitions.no_transition_iff
#print axioms PairDensityFromTransitions.densityOp_isSymmetric
#print axioms PairDensityFromTransitions.pairDensity_eq
#print axioms PairDensityFromTransitions.interactionEnergy_eq
```

```
'PairDensityFromTransitions.no_transition_iff' depends on axioms: [propext, Classical.choice, Quot.sound]
'PairDensityFromTransitions.densityOp_isSymmetric' depends on axioms: [propext, Classical.choice, Quot.sound]
'PairDensityFromTransitions.pairDensity_eq' depends on axioms: [propext, Classical.choice, Quot.sound]
'PairDensityFromTransitions.interactionEnergy_eq' depends on axioms: [propext, Classical.choice, Quot.sound]
```

## From the sum rule to the energy

`sum_transition` expands `B (b g)` with `b.sum_repr'`, uses linearity, and splits off the reference term with `Finset.sum_erase_add`. `sum_sq_transition` and `no_transition_iff` are the variance and eigenvector statements.

`densityOp_mem` reindexes the occupation sum by the permutation. `densityOp_isSymmetric` shows that the density operators are self-adjoint, which the variance formula requires but the pair-density formula does not.

`occupation_mul` separates $j=i$ from $j\neq i$ and checks the cases; `density_density` sums this against $|\psi|^2$. In `pairDensity_eq`, `restrict` turns the density operators into operators on the antisymmetric space, `sum_transition` applies to them, and `linear_combination` solves for the pair density. `interactionEnergy_eq` inserts that formula and distributes the sums, where the condition `x = y` reduces the last double sum to a single one.
